# One solution of the Z-vector equation gives the energy derivative along every nuclear displacement

The orbitals enter this treatment as a finite list of real parameters $k$, and the energy $E(x,k)$ is a function of the nuclear coordinates $x$ and of $k$ as independent variables. The physical orbitals are then a function $k(x)$, picked out by conditions $g(x,k(x))=0$ such as the Hartree–Fock equations. This choice separates two derivatives. The partial derivative moves the nuclei at fixed $k$, and the total derivative lets the orbitals follow. With orbital rotation angles as parameters, the motion of atom-centred basis functions belongs to the explicit dependence on $x$.

The distinction matters for correlated energies such as MP2, which are generally not stationary in the Hartree–Fock orbitals. Their gradient appears to need the orbital response to each nuclear coordinate, hence one linear system per coordinate. In this finite, real and differentiable model, a single linear system replaces them all, provided that it has a solution. The theorems establish the derivative formula; they do not count operations.

In the code, `ι` labels nuclear coordinates, `κ` orbital parameters and `μ` orbital conditions. All three are finite, and `κ` and `μ` may differ in size. The space `W` holds the values of a general quantity $F(x,k)$, so that one chain rule covers both $E$ and $g$.

```lean
import Mathlib

open Matrix Filter Topology

namespace ZVectorGradient

noncomputable section

variable {ι κ μ W : Type*} [Fintype ι] [Fintype κ] [Fintype μ] [DecidableEq κ]
  [NormedAddCommGroup W] [NormedSpace ℝ W]
```

## Derivatives at fixed nuclei and at fixed orbitals

Write $p=(x,k(x))$ for the reference point and $DF(p)$ for the derivative of $F$ there, a linear map on pairs of a nuclear and an orbital variation. For a nuclear displacement $u$, the explicit derivative is
$$\partial_u F = DF(p)(u,0).$$

```lean
/-- The partial derivative of `F(x,k)` along the nuclear displacement `u`, at fixed orbital
parameters. -/
def nuclearPartial (F : (ι → ℝ) × (κ → ℝ) → W) (p : (ι → ℝ) × (κ → ℝ)) (u : ι → ℝ) : W :=
  fderiv ℝ F p (u, 0)
```

The displacement $u$ is any real vector. Moving a single Cartesian coordinate is the case in which $u$ has one component equal to 1 and all others zero.

Let $e_j$ be the unit variation of the orbital parameter $j$. The orbital gradient of the energy has the components
$$(\nabla_k E)_j = DE(p)(0,e_j).$$

```lean
/-- The gradient of the energy in the orbital parameters, at fixed nuclei. -/
def orbitalGradient (E : (ι → ℝ) × (κ → ℝ) → ℝ) (p : (ι → ℝ) × (κ → ℝ)) : κ → ℝ :=
  fun j => fderiv ℝ E p (0, Pi.single j 1)
```

The orbital conditions have components $g_i$, and their Jacobian in the orbital parameters is
$$A_{ij} = \big(Dg(p)(0,e_j)\big)_i .$$

```lean
/-- The Jacobian of the orbital conditions in the orbital parameters, at fixed nuclei. -/
def orbitalJacobian (g : (ι → ℝ) × (κ → ℝ) → (μ → ℝ)) (p : (ι → ℝ) × (κ → ℝ)) :
    Matrix μ κ ℝ :=
  Matrix.of fun i j => fderiv ℝ g p (0, Pi.single j 1) i
```

Rows belong to conditions and columns to parameters. For Hartree–Fock conditions, $A$ plays the part of the coupled-perturbed matrix.

These definitions use Lean's `fderiv`, which returns zero where a function is not differentiable; the theorems therefore assume differentiability of $E$ and $g$ at $p$, jointly in both arguments.

The total derivative is taken along a path on which the nuclei move in a straight line and the orbitals follow:
$$t \mapsto F\big(x+tu,\;k(x+tu)\big).$$

```lean
/-- The quantity `F` as the nuclei move from `x` by `t u` and the orbital parameters follow
as `k(x + t u)`. -/
def alongPath (F : (ι → ℝ) × (κ → ℝ) → W) (k : (ι → ℝ) → (κ → ℝ)) (x u : ι → ℝ) (t : ℝ) : W :=
  F (x + t • u, k (x + t • u))
```

The theorems state its derivative at $t=0$ with `HasDerivAt`, which says that the path function is differentiable there and has the given derivative.

## Expanding an orbital variation

Any orbital variation is $v=\sum_j v_j e_j$, so a linear map $L$ satisfies
$$L(0,v)=\sum_j v_j\,L(0,e_j).$$
Applied to $DE(p)$, this gives $\nabla_k E\cdot v$. Applied to $Dg(p)$, it gives $Av$.

```lean
omit [Fintype ι] in
/-- A linear function of an orbital variation is the sum of its values on the single orbital
parameters, weighted by the components of the variation. -/
theorem orbital_expansion (L : (ι → ℝ) × (κ → ℝ) →L[ℝ] W) (v : κ → ℝ) :
    L (0, v) = ∑ j, v j • L (0, Pi.single j 1) := by
  have hv : v = ∑ j, v j • (Pi.single j (1 : ℝ) : κ → ℝ) := by
    ext a
    simp [Finset.sum_apply, Pi.single_apply]
  let M : (κ → ℝ) →L[ℝ] W := L.comp (ContinuousLinearMap.inr ℝ (ι → ℝ) (κ → ℝ))
  calc L (0, v) = M v := rfl
    _ = M (∑ j, v j • (Pi.single j (1 : ℝ) : κ → ℝ)) := congrArg M hv
    _ = ∑ j, v j • M (Pi.single j 1) := by simp only [map_sum, map_smul]
    _ = ∑ j, v j • L (0, Pi.single j 1) := rfl
```

The proof first writes `v` as a sum of unit variations. It then restricts `L` to purely orbital variations, calls the restriction `M`, and uses linearity.

## The chain rule along a displacement

Let $k_u$ be the derivative of $k$ at $x$ along $u$, written `fderiv ℝ k x u` in Lean. This is the orbital response. The path $(x+tu,k(x+tu))$ has velocity $(u,k_u)$ at $t=0$, and $(u,k_u)=(u,0)+(0,k_u)$. Hence
$$\frac{d}{dt}F\big(x+tu,k(x+tu)\big)\Big|_{t=0}=\partial_uF+DF(p)(0,k_u).$$

```lean
omit [DecidableEq κ] in
/-- Chain rule: the total derivative along a nuclear displacement is the explicit nuclear part
plus the part carried by the orbital response. -/
theorem total_derivative (F : (ι → ℝ) × (κ → ℝ) → W) (k : (ι → ℝ) → (κ → ℝ)) (x u : ι → ℝ)
    (hF : DifferentiableAt ℝ F (x, k x)) (hk : DifferentiableAt ℝ k x) :
    HasDerivAt (alongPath F k x u)
      (nuclearPartial F (x, k x) u + fderiv ℝ F (x, k x) (0, fderiv ℝ k x u)) 0 := by
  have h0 : x = x + (0 : ℝ) • u := by simp
  have hline : HasDerivAt (fun t : ℝ => x + t • u) u 0 :=
    (((hasDerivAt_id' (0 : ℝ)).smul_const u).const_add x).congr_deriv (one_smul ℝ u)
  -- the orbital parameters follow the nuclei
  have hpath := hline.prodMk (hk.hasFDerivAt.comp_hasDerivAt_of_eq (0 : ℝ) hline h0)
  have hcomp := hF.hasFDerivAt.comp_hasDerivAt_of_eq (0 : ℝ) hpath (by simp)
  refine HasDerivAt.congr_deriv hcomp ?_
  have hs : (u, fderiv ℝ k x u) = (u, (0 : κ → ℝ)) + ((0 : ι → ℝ), fderiv ℝ k x u) := by simp
  exact (congrArg (fderiv ℝ F (x, k x)) hs).trans (map_add _ _ _)
```

In the proof, `hline` is the velocity of the nuclei, `hpath` adds that of the orbitals, and `hcomp` applies the chain rule to $F$. The final lines split the velocity into its nuclear and orbital parts.

## The response equation from the orbital conditions

Suppose that $g(y,k(y))=0$ for all geometries $y$ near $x$. Then $g$ is constant along the path for small $t$, and its total derivative vanishes:
$$0=\partial_u g + A k_u,\qquad\text{so}\qquad A k_u=-\partial_u g.$$

```lean
/-- Coupled-perturbed equation: the orbital Jacobian applied to the orbital response equals
minus the explicit nuclear derivative of the orbital conditions. -/
theorem response_equation (g : (ι → ℝ) × (κ → ℝ) → (μ → ℝ)) (k : (ι → ℝ) → (κ → ℝ))
    (x u : ι → ℝ) (hg : DifferentiableAt ℝ g (x, k x)) (hk : DifferentiableAt ℝ k x)
    (hcon : ∀ᶠ y in 𝓝 x, g (y, k y) = 0) :
    orbitalJacobian g (x, k x) *ᵥ fderiv ℝ k x u = -nuclearPartial g (x, k x) u := by
  have hc : Tendsto (fun t : ℝ => x + t • u) (𝓝 0) (𝓝 x) := by
    have h : Continuous (fun t : ℝ => x + t • u) := by fun_prop
    have h' := h.tendsto 0
    simp only [zero_smul, add_zero] at h'
    exact h'
  -- the conditions stay zero along the path, so their total derivative vanishes
  have hev : alongPath g k x u =ᶠ[𝓝 0] fun _ => (0 : μ → ℝ) := hc.eventually hcon
  have hzero := (hasDerivAt_const (0 : ℝ) (0 : μ → ℝ)).congr_of_eventuallyEq hev
  have hsum := (total_derivative g k x u hg hk).unique hzero
  have hjac : fderiv ℝ g (x, k x) (0, fderiv ℝ k x u)
      = orbitalJacobian g (x, k x) *ᵥ fderiv ℝ k x u := by
    rw [orbital_expansion]
    ext i
    simp [orbitalJacobian, Matrix.mulVec, dotProduct, Finset.sum_apply, mul_comm]
  rw [← hjac]
  exact eq_neg_of_add_eq_zero_right hsum
```

The hypothesis `hcon` expresses the condition on nearby geometries. Physically, the orbitals remain solutions of their equations when the nuclei move slightly. A zero at the reference geometry alone would say nothing about the response.

The differentiability of $k$ at $x$, `hk`, is also assumed and not derived. It stands for a smooth branch of orbital solutions, without a jump to another solution at the reference geometry.

The proof carries the condition over to the path in `hev`. It then has two expressions for the derivative of the same function, zero and the chain-rule sum, and equates them by uniqueness of the derivative. The step `hjac` identifies the orbital part with the matrix product $Ak_u$.

## The gradient for an arbitrary trial vector

Let $z$ be any vector with one component per orbital condition, and define the residual
$$r=\nabla_k E-A^{\mathsf T}z.$$
The chain rule for the energy gives $\partial_uE+\nabla_kE\cdot k_u$. Its second term can be rearranged with the response equation:
$$\nabla_kE\cdot k_u=r\cdot k_u+(A^{\mathsf T}z)\cdot k_u=r\cdot k_u+z\cdot(Ak_u)=r\cdot k_u-z\cdot\partial_ug.$$
The total derivative is therefore
$$\partial_uE-z\cdot\partial_ug+r\cdot k_u.$$

```lean
/-- For any trial vector `z`, the total energy derivative is the Z-vector expression plus the
residual of the Z-vector equation contracted with the orbital response. -/
theorem gradient_with_residual (E : (ι → ℝ) × (κ → ℝ) → ℝ) (g : (ι → ℝ) × (κ → ℝ) → (μ → ℝ))
    (k : (ι → ℝ) → (κ → ℝ)) (x : ι → ℝ) (hE : DifferentiableAt ℝ E (x, k x))
    (hg : DifferentiableAt ℝ g (x, k x)) (hk : DifferentiableAt ℝ k x)
    (hcon : ∀ᶠ y in 𝓝 x, g (y, k y) = 0) (z : μ → ℝ) (u : ι → ℝ) :
    HasDerivAt (alongPath E k x u)
      (nuclearPartial E (x, k x) u - z ⬝ᵥ nuclearPartial g (x, k x) u
        + (orbitalGradient E (x, k x) - (orbitalJacobian g (x, k x))ᵀ *ᵥ z)
          ⬝ᵥ fderiv ℝ k x u) 0 := by
  refine (total_derivative E k x u hE hk).congr_deriv ?_
  have hgrad : fderiv ℝ E (x, k x) (0, fderiv ℝ k x u)
      = orbitalGradient E (x, k x) ⬝ᵥ fderiv ℝ k x u := by
    rw [orbital_expansion]
    simp [orbitalGradient, dotProduct, mul_comm]
  -- move the Jacobian from `z` to the response and use the coupled-perturbed equation
  rw [hgrad, sub_dotProduct, Matrix.mulVec_transpose, ← Matrix.dotProduct_mulVec,
    response_equation g k x u hg hk hcon, dotProduct_neg]
  ring
```

No equation for $z$ has been used. The identity shows what is lost when an iterative solver stops early: with the other hypotheses intact, leaving out the last term produces an error of size exactly $|r\cdot k_u|$.

The step `hgrad` turns the orbital part of the chain rule into a dot product. The rewriting that follows moves the matrix from $z$ to the response, inserts `response_equation`, and leaves an identity of real numbers to `ring`.

## One vector for all displacements

Now let $z$ solve the Z-vector equation
$$A^{\mathsf T}z=\nabla_kE.$$
Then $r=0$, the response disappears from the formula, and for every $u$
$$\frac{d}{dt}E\big(x+tu,k(x+tu)\big)\Big|_{t=0}=\partial_uE-z\cdot\partial_ug.$$

```lean
/-- Z-vector theorem: one solution `z` of the Z-vector equation gives the total energy derivative
along every nuclear displacement, without the orbital response. -/
theorem zvector_gradient (E : (ι → ℝ) × (κ → ℝ) → ℝ) (g : (ι → ℝ) × (κ → ℝ) → (μ → ℝ))
    (k : (ι → ℝ) → (κ → ℝ)) (x : ι → ℝ) (hE : DifferentiableAt ℝ E (x, k x))
    (hg : DifferentiableAt ℝ g (x, k x)) (hk : DifferentiableAt ℝ k x)
    (hcon : ∀ᶠ y in 𝓝 x, g (y, k y) = 0) (z : μ → ℝ)
    (hz : (orbitalJacobian g (x, k x))ᵀ *ᵥ z = orbitalGradient E (x, k x)) :
    ∀ u : ι → ℝ, HasDerivAt (alongPath E k x u)
      (nuclearPartial E (x, k x) u - z ⬝ᵥ nuclearPartial g (x, k x) u) 0 := by
  intro u
  refine (gradient_with_residual E g k x hE hg hk hcon z u).congr_deriv ?_
  rw [hz, sub_self, zero_dotProduct, add_zero]
```

The order of the quantifiers carries the physical content. The vector `z` and its equation `hz` are fixed first, and the conclusion then holds for all `u`. The Z-vector equation contains no displacement, so a change of nuclear coordinate changes only the explicit derivatives $\partial_uE$ and $\partial_ug$. The proof sets the residual to zero in the preceding theorem.

The sign convention is fixed by `hz`: the right-hand side is $+\nabla_kE$, and the correction is subtracted. A convention with the opposite sign of $z$ adds it.

The theorem takes a solution $z$ as given. With a rectangular or singular $A$ there may be none, or there may be several. Any solution gives the same derivative, because each expression equals the same total derivative.

A simple example has one nuclear coordinate, one orbital parameter and one condition. Take real constants $a\neq0$, $b$ and $c$, with
$$g(x,k)=ak-bx,\qquad E(x,k)=cx+\tfrac12k^2 .$$
The condition gives $k(x)=bx/a$, and direct differentiation of $E(x,k(x))$ gives $c+b^2x/a^2$. On the other route, the Z-vector equation is $az=k$, so $z=bx/a^2$. With $\partial_xE=c$ and $\partial_xg=-b$, the formula gives $c+bz=c+b^2x/a^2$, the same value.

At $x=0$ the energy in this example is stationary in $k$, and $z=0$. The same holds in general: if $\nabla_kE=0$, then $z=0$ solves the equation, and the total derivative is the explicit one. This is the situation of an energy that is variationally optimised in the orbital parameters themselves, such as the Hartree–Fock energy.

## The explicit vector for an invertible Jacobian

If there are as many conditions as parameters and $\det A\neq0$, the Z-vector equation has the solution
$$z=(A^{\mathsf T})^{-1}\nabla_kE,$$
since $A^{\mathsf T}(A^{\mathsf T})^{-1}\nabla_kE=\nabla_kE$. This vector therefore serves all displacements.

```lean
/-- If the orbital Jacobian is square and invertible, the inverse of its transpose applied to the
orbital gradient is a vector that gives the energy derivative along every displacement. -/
theorem zvector_gradient_of_invertible (E : (ι → ℝ) × (κ → ℝ) → ℝ)
    (g : (ι → ℝ) × (κ → ℝ) → (κ → ℝ)) (k : (ι → ℝ) → (κ → ℝ)) (x : ι → ℝ)
    (hE : DifferentiableAt ℝ E (x, k x)) (hg : DifferentiableAt ℝ g (x, k x))
    (hk : DifferentiableAt ℝ k x) (hcon : ∀ᶠ y in 𝓝 x, g (y, k y) = 0)
    (hA : IsUnit (orbitalJacobian g (x, k x)).det) :
    ∀ u : ι → ℝ, HasDerivAt (alongPath E k x u)
      (nuclearPartial E (x, k x) u
        - (((orbitalJacobian g (x, k x))ᵀ)⁻¹ *ᵥ orbitalGradient E (x, k x))
          ⬝ᵥ nuclearPartial g (x, k x) u) 0 := by
  apply zvector_gradient E g k x hE hg hk hcon
  rw [Matrix.mulVec_mulVec, Matrix.mul_nonsing_inv _ (by rwa [Matrix.det_transpose]),
    Matrix.one_mulVec]
```

The conditions are now labelled by `κ`, which makes the Jacobian square, and `hA` says that its determinant is invertible. Physically, no nonzero orbital variation leaves all the conditions unchanged to first order. Redundant rotations that leave the conditions unchanged must therefore be removed from the parameters before this version applies. The proof checks the Z-vector equation for the explicit vector and calls the main theorem. The inverse is a way to write the solution; a program would normally solve the linear system without forming it.

## When correct gradients force the Z-vector equation

Suppose conversely that some $z$ gives the correct derivative $\partial_uE-z\cdot\partial_ug$ for every $u$. Comparison with the formula for a trial vector gives
$$r\cdot k_u=0\qquad\text{for every }u.$$
If every orbital variation occurs as the response to some displacement, one can choose $u$ such that $k_u=r$. Then $r\cdot r=0$, so $r=0$ and $A^{\mathsf T}z=\nabla_kE$.

```lean
/-- Converse: if the orbital responses fill the whole parameter space and `z` gives the correct
energy derivative along every displacement, then `z` solves the Z-vector equation. -/
theorem zvector_equation_of_gradient (E : (ι → ℝ) × (κ → ℝ) → ℝ)
    (g : (ι → ℝ) × (κ → ℝ) → (μ → ℝ)) (k : (ι → ℝ) → (κ → ℝ)) (x : ι → ℝ)
    (hE : DifferentiableAt ℝ E (x, k x)) (hg : DifferentiableAt ℝ g (x, k x))
    (hk : DifferentiableAt ℝ k x) (hcon : ∀ᶠ y in 𝓝 x, g (y, k y) = 0)
    (hsurj : Function.Surjective (fderiv ℝ k x)) (z : μ → ℝ)
    (h : ∀ u : ι → ℝ, HasDerivAt (alongPath E k x u)
      (nuclearPartial E (x, k x) u - z ⬝ᵥ nuclearPartial g (x, k x) u) 0) :
    (orbitalJacobian g (x, k x))ᵀ *ᵥ z = orbitalGradient E (x, k x) := by
  -- choose a displacement whose orbital response is the residual itself
  obtain ⟨u, hu⟩ :=
    hsurj (orbitalGradient E (x, k x) - (orbitalJacobian g (x, k x))ᵀ *ᵥ z)
  have heq := (gradient_with_residual E g k x hE hg hk hcon z u).unique (h u)
  rw [hu] at heq
  have hself := add_eq_left.mp heq
  exact (sub_eq_zero.mp (dotProduct_self_eq_zero.mp hself)).symm

end

end ZVectorGradient
```

The hypothesis `hsurj` states that the responses fill the parameter space. This requires at least as many nuclear coordinates as orbital parameters, which molecular calculations rarely have. Without it, correct gradients show only that the residual is orthogonal to the responses that do occur.

The proof obtains the displacement `u` from `hsurj`, equates the two derivatives by uniqueness, and concludes from the vanishing of $r\cdot r$ that the real vector $r$ is zero.

```lean
#print axioms ZVectorGradient.zvector_gradient
#print axioms ZVectorGradient.zvector_gradient_of_invertible
#print axioms ZVectorGradient.zvector_equation_of_gradient
```

```
'ZVectorGradient.zvector_gradient' depends on axioms: [propext, Classical.choice, Quot.sound]
'ZVectorGradient.zvector_gradient_of_invertible' depends on axioms: [propext, Classical.choice, Quot.sound]
'ZVectorGradient.zvector_equation_of_gradient' depends on axioms: [propext, Classical.choice, Quot.sound]
```
